# The rational Gaudin Hamiltonians commute pairwise

An electron spin at site $0$ is coupled to nuclear spins at sites $1,\dots,N-1$ by an isotropic exchange interaction whose strength $A_j$ differs from nucleus to nucleus. With $\mathbf S_i$ the spin at site $i$, the Hamiltonian $\sum_{j\neq 0} A_j\,\mathbf S_0\cdot\mathbf S_j$ has no permutation symmetry among the nuclei, and whoever propagates this model numerically wants to know what is conserved besides the total spin. A family of conserved operators follows from three algebraic relations of the pair coupling and one identity between fractions.

## The identity

Let $t_{ij}$ be operators attached to pairs of sites, $[a,b]=ab-ba$, and assume

- (R1) $t_{ij}=t_{ji}$;
- (R2) $[t_{ij},\,t_{ik}+t_{jk}]=0$ for distinct $i,j,k$;
- (R3) $[t_{ij},t_{kl}]=0$ for distinct $i,j,k,l$.

For scalar weights $w_{ij}$ and scalars $z_i$ define
$$Q_i=\sum_{j\neq i} w_{ij}\,t_{ij},\qquad H_i=\sum_{j\neq i}\frac{t_{ij}}{z_i-z_j}.$$
For $i\neq k$ and arbitrary weights,
$$[Q_i,Q_k]=\sum_{j\neq i,k}\bigl(w_{ik}w_{kj}+w_{ij}w_{ki}-w_{ij}w_{kj}\bigr)\,[t_{ik},t_{kj}],$$
and for pairwise distinct $z_i$ the rational weights $w_{ij}=1/(z_i-z_j)$ make every coefficient vanish, so that $H_iH_k=H_kH_i$ for all $i,k$.

## Where a code relies on it

The operator $P_{ij}$ that exchanges the states of sites $i$ and $j$ satisfies (R1) to (R3). For spin $1/2$ with $\hbar=1$ one has $P_{ij}=2\,\mathbf S_i\cdot\mathbf S_j+\tfrac12$, so the choice $z_0=0$, $z_j=-1/A_j$ turns $H_0$ into twice the central-spin Hamiltonian plus a constant, provided the coupling is isotropic, there is no field, and the $A_j$ are non-zero and distinct. The expectation values of $H_1,\dots,H_{N-1}$ are then constant under the exact evolution, so a drift in a run signals propagation or truncation error. The absence of drift does not exclude such error: a unitary step that is a function of $H_0$, such as $(1-\mathrm i\tau H_0/2)(1+\mathrm i\tau H_0/2)^{-1}$ for a time step $\tau$ of the evolution under $H_0$, commutes with every $H_i$ and conserves these values while its phases are inexact. For finite matrices, real coefficients $c_i$ and a time step $\tau$, the propagator of $\sum_i c_iH_i$ factorises into the operators $e^{-\mathrm i\tau c_iH_i}$ without splitting error. The pair terms inside one $H_i$ do not commute in general, so splitting at that level still carries the usual error.

## Derivation

The commutator is bilinear, so
$$[Q_i,Q_k]=\sum_{j\neq i}\sum_{l\neq k} w_{ij}w_{kl}\,[t_{ij},t_{kl}].$$
For $i\neq k$ the terms fall into five classes.

1. $j=k$, $l=i$: $[t_{ik},t_{ki}]=0$ by (R1).
2. $j=k$, $l\neq i$: the term is $w_{ik}w_{kl}[t_{ik},t_{kl}]$, and $l$ is renamed $j$.
3. $j\neq k$, $l=i$: the term is $w_{ij}w_{ki}[t_{ij},t_{ik}]$.
4. $j\neq k$, $l=j$: the term is $w_{ij}w_{kj}[t_{ij},t_{kj}]$.
5. $i,j,k,l$ all distinct: the term is zero by (R3).

Each third site $j$ therefore contributes three commutators on the triangle $i,j,k$. Put $C_j=[t_{ik},t_{kj}]$. Relation (R2) for the pair $(i,k)$ reads $[t_{ik},t_{ij}+t_{kj}]=0$, which gives $[t_{ij},t_{ik}]=C_j$. For the pair $(k,j)$ it reads $[t_{kj},t_{ik}+t_{ij}]=0$, which gives $[t_{kj},t_{ij}]=C_j$ and hence $[t_{ij},t_{kj}]=-C_j$. Classes 2, 3 and 4 add up to the coefficient stated above.

For the rational weights put $a=z_i-z_j$ and $b=z_k-z_j$, so that $z_i-z_k=a-b$. All three numbers are non-zero, and
$$\frac{1}{(a-b)\,b}-\frac{1}{a\,(a-b)}-\frac{1}{ab}=\frac{a-b-(a-b)}{ab\,(a-b)}=0 .$$

For the exchange operators, let $(ij)$ be the transposition of two sites. Conjugation gives $(ij)(ik)=(jk)(ij)$ and $(ij)(jk)=(ik)(ij)$. Adding the corresponding operator equations yields $P_{ij}(P_{ik}+P_{jk})=(P_{ik}+P_{jk})P_{ij}$, which is (R2), and disjoint transpositions commute, which is (R3).

## Three sites with numbers

Take $z=(0,1,3)$, so $w_{01}=-1$, $w_{10}=1$, $w_{02}=-\tfrac13$, $w_{12}=-\tfrac12$. The coefficient for $i=0$, $k=1$, $j=2$ is $\tfrac12-\tfrac13-\tfrac16=0$. In the sector with one flipped spin, with basis vectors labelled by the flipped site, $P_{ij}$ is the permutation matrix that swaps $i$ and $j$, and
$$-3H_0=3P_{01}+P_{02}=\begin{pmatrix}0&3&1\\3&1&0\\1&0&3\end{pmatrix},\qquad 2H_1=2P_{01}-P_{12}=\begin{pmatrix}-1&2&0\\2&0&-1\\0&-1&2\end{pmatrix}.$$
The product in either order has $6$ on the diagonal and $-1$ elsewhere.

## The file

```lean
import Mathlib

open Finset

namespace GaudinHamiltonians

variable {K A ι : Type*} [Field K] [Ring A] [Algebra K A] [Fintype ι] [DecidableEq ι]

/-- The commutator `[a, b] = a b - b a`. -/
def opComm (a b : A) : A := a * b - b * a

/-- Relations for pair operators `t i j`: symmetry, `[t i j, t i k + t j k] = 0` for three
distinct sites, and commutation of the operators of disjoint pairs. -/
structure PairRelations (t : ι → ι → A) : Prop where
  symm : ∀ i j, t i j = t j i
  triple : ∀ i j k, i ≠ j → i ≠ k → j ≠ k → opComm (t i j) (t i k + t j k) = 0
  disjoint : ∀ i j k l, i ≠ j → k ≠ l → i ≠ k → i ≠ l → j ≠ k → j ≠ l →
    opComm (t i j) (t k l) = 0

/-- The operator `Q i = ∑_{j ≠ i} w i j • t i j` of site `i` for scalar weights `w`. -/
def charge (w : ι → ι → K) (t : ι → ι → A) (i : ι) : A :=
  ∑ j ∈ univ.erase i, w i j • t i j

/-- The Gaudin Hamiltonian `H i = ∑_{j ≠ i} t i j / (z i - z j)`. -/
def gaudin (z : ι → K) (t : ι → ι → A) (i : ι) : A :=
  charge (fun i j => (z i - z j)⁻¹) t i

omit [Fintype ι] [DecidableEq ι] in
/-- The commutator of two weighted sums is the weighted double sum of the commutators. -/
theorem opComm_sum_smul (S T : Finset ι) (a b : ι → K) (x y : ι → A) :
    opComm (∑ j ∈ S, a j • x j) (∑ l ∈ T, b l • y l)
      = ∑ j ∈ S, ∑ l ∈ T, (a j * b l) • opComm (x j) (y l) := by
  simp only [opComm, Finset.sum_mul_sum, smul_mul_smul_comm, smul_sub, Finset.sum_sub_distrib]
  congr 1
  rw [Finset.sum_comm]
  exact Finset.sum_congr rfl fun j _ => Finset.sum_congr rfl fun l _ => by
    rw [mul_comm (b l) (a j)]

omit [Fintype ι] [DecidableEq ι] in
/-- For three distinct sites, `[t i j, t i k] = [t i k, t k j]` and
`[t i j, t k j] = -[t i k, t k j]`. -/
theorem triangle {t : ι → ι → A} (h : PairRelations t) {i j k : ι}
    (hik : i ≠ k) (hji : j ≠ i) (hjk : j ≠ k) :
    opComm (t i j) (t i k) = opComm (t i k) (t k j) ∧
      opComm (t i j) (t k j) = -opComm (t i k) (t k j) := by
  have h1 := h.triple i k j hik hji.symm hjk.symm
  have h2 := h.triple k j i hjk.symm hik.symm hji
  rw [h.symm k i, h.symm j i] at h2
  constructor
  · refine sub_eq_zero.mp (Eq.trans ?_ (neg_eq_zero.mpr h1))
    simp only [opComm]
    noncomm_ring
  · refine sub_eq_zero.mp (Eq.trans ?_ (neg_eq_zero.mpr h2))
    simp only [opComm]
    noncomm_ring

/-- For arbitrary weights and `i ≠ k`, the commutator `[Q i, Q k]` is the sum over third sites `j`
of `(w i k w k j + w i j w k i - w i j w k j) [t i k, t k j]`. -/
theorem opComm_charge {t : ι → ι → A} (h : PairRelations t) (w : ι → ι → K) {i k : ι}
    (hik : i ≠ k) :
    opComm (charge w t i) (charge w t k) = ∑ j ∈ (univ.erase i).erase k,
      (w i k * w k j + w i j * w k i - w i j * w k j) • opComm (t i k) (t k j) := by
  have hk : k ∈ univ.erase i := Finset.mem_erase.mpr ⟨hik.symm, Finset.mem_univ _⟩
  have hi : i ∈ univ.erase k := Finset.mem_erase.mpr ⟨hik, Finset.mem_univ _⟩
  have hS : (univ.erase k).erase i = (univ.erase i).erase k := Finset.erase_right_comm
  have split : ∀ f : ι → A,
      ∑ l ∈ univ.erase k, f l = f i + ∑ l ∈ (univ.erase i).erase k, f l := fun f => by
    rw [← hS]
    exact (Finset.add_sum_erase _ f hi).symm
  have h0 : opComm (t i k) (t k i) = 0 := by
    rw [h.symm k i]
    exact sub_self _
  -- separate the pair (i, k) from both sums
  unfold charge
  rw [opComm_sum_smul _ _ (w i) (w k) (t i) (t k), ← Finset.add_sum_erase _ _ hk]
  simp only [split]
  rw [h0, smul_zero, zero_add, ← Finset.sum_add_distrib]
  refine Finset.sum_congr rfl fun j hj => ?_
  obtain ⟨hjk, hji⟩ : j ≠ k ∧ j ≠ i := by simpa using hj
  -- disjoint pairs commute, so only l = j survives
  have diag : ∑ l ∈ (univ.erase i).erase k, (w i j * w k l) • opComm (t i j) (t k l)
      = (w i j * w k j) • opComm (t i j) (t k j) := by
    refine Finset.sum_eq_single_of_mem j hj fun l hl hlj => ?_
    obtain ⟨hlk, hli⟩ : l ≠ k ∧ l ≠ i := by simpa using hl
    rw [h.disjoint i j k l hji.symm hlk.symm hik hli.symm hjk hlj.symm, smul_zero]
  obtain ⟨e1, e2⟩ := triangle h hik hji hjk
  rw [diag, h.symm k i, e1, e2]
  module

/-- For pairwise distinct scalars `z i` the Gaudin Hamiltonians commute pairwise. -/
theorem gaudin_commute {t : ι → ι → A} (h : PairRelations t) {z : ι → K}
    (hz : Function.Injective z) (i k : ι) :
    gaudin z t i * gaudin z t k = gaudin z t k * gaudin z t i := by
  by_cases hik : i = k
  · rw [hik]
  have key := opComm_charge h (fun i j => (z i - z j)⁻¹) hik
  refine sub_eq_zero.mp (key.trans (Finset.sum_eq_zero fun j hj => ?_))
  obtain ⟨hjk, hji⟩ : j ≠ k ∧ j ≠ i := by simpa using hj
  have n1 : z i - z k ≠ 0 := sub_ne_zero.mpr (hz.ne hik)
  have n2 : z k - z i ≠ 0 := sub_ne_zero.mpr (hz.ne (Ne.symm hik))
  have n3 : z i - z j ≠ 0 := sub_ne_zero.mpr (hz.ne hji.symm)
  have n4 : z k - z j ≠ 0 := sub_ne_zero.mpr (hz.ne hjk.symm)
  -- partial fractions: every coefficient vanishes
  have coeff : (z i - z k)⁻¹ * (z k - z j)⁻¹ + (z i - z j)⁻¹ * (z k - z i)⁻¹
      - (z i - z j)⁻¹ * (z k - z j)⁻¹ = 0 := by
    field_simp
    ring
  rw [coeff, zero_smul]

/-- For three sites with `[t 0 1, t 1 2] ≠ 0`, the operators `Q 0` and `Q 1` commute exactly when
`w 0 1 w 1 2 + w 0 2 w 1 0 - w 0 2 w 1 2 = 0`. -/
theorem three_site_commute_iff {t : Fin 3 → Fin 3 → A} (h : PairRelations t)
    (hc : opComm (t 0 1) (t 1 2) ≠ 0) (w : Fin 3 → Fin 3 → K) :
    opComm (charge w t 0) (charge w t 1) = 0 ↔
      w 0 1 * w 1 2 + w 0 2 * w 1 0 - w 0 2 * w 1 2 = 0 := by
  have hS : ((univ : Finset (Fin 3)).erase 0).erase 1 = {2} := by decide
  have h01 : (0 : Fin 3) ≠ 1 := by decide
  rw [opComm_charge h w h01, hS, Finset.sum_singleton, smul_eq_zero]
  exact or_iff_left hc

/-- For symmetric pair operators and antisymmetric weights the operators `Q i` sum to zero. -/
theorem sum_charge_eq_zero {t : ι → ι → A} (ht : ∀ i j, t i j = t j i) {w : ι → ι → K}
    (hw : ∀ i j, w j i = -w i j) : ∑ i, charge w t i = 0 := by
  unfold charge
  rw [Finset.sum_sigma']
  -- the terms (i, j) and (j, i) cancel
  refine Finset.sum_involution (fun a _ => ⟨a.2, a.1⟩) ?_ ?_ ?_ (fun _ _ => rfl)
  · intro a _
    show w a.1 a.2 • t a.1 a.2 + w a.2 a.1 • t a.2 a.1 = 0
    rw [hw a.1 a.2, ht a.2 a.1, neg_smul, add_neg_cancel]
  · intro a ha _ e
    exact (Finset.mem_erase.mp (Finset.mem_sigma.mp ha).2).1 (congrArg Sigma.fst e)
  · intro a ha
    have hne := (Finset.mem_erase.mp (Finset.mem_sigma.mp ha).2).1
    exact Finset.mem_sigma.mpr
      ⟨Finset.mem_univ _, Finset.mem_erase.mpr ⟨hne.symm, Finset.mem_univ _⟩⟩

variable (K) in
/-- A permutation `p` of the sites acting on wave functions of configurations `s : ι → σ` by
`ψ s ↦ ψ (s ∘ p)`. -/
def permOp (σ : Type*) (p : Equiv.Perm ι) : Module.End K ((ι → σ) → K) where
  toFun ψ s := ψ (s ∘ p)
  map_add' _ _ := rfl
  map_smul' _ _ := rfl

variable (K) in
/-- The exchange operator `P i j`, which swaps the states of sites `i` and `j`. -/
def exchange (σ : Type*) (i j : ι) : Module.End K ((ι → σ) → K) :=
  permOp K σ (Equiv.swap i j)

omit [Fintype ι] [DecidableEq ι] in
/-- The product of two permutation operators is the operator of the product permutation. -/
theorem permOp_mul (σ : Type*) (p q : Equiv.Perm ι) :
    permOp K σ p * permOp K σ q = permOp K σ (p * q) :=
  LinearMap.ext fun _ => funext fun _ => rfl

omit [Fintype ι] in
/-- The exchange operators satisfy the pair relations for any sites and local states. -/
theorem exchange_relations (σ : Type*) : PairRelations (exchange K σ (ι := ι)) where
  symm i j := by
    unfold exchange
    rw [Equiv.swap_comm]
  triple i j k _ hik hjk := by
    have e1 : Equiv.swap i j * Equiv.swap i k = Equiv.swap j k * Equiv.swap i j := by
      rw [Equiv.mul_swap_eq_swap_mul, Equiv.swap_apply_left,
        Equiv.swap_apply_of_ne_of_ne hik.symm hjk.symm]
    have e2 : Equiv.swap i j * Equiv.swap j k = Equiv.swap i k * Equiv.swap i j := by
      rw [Equiv.mul_swap_eq_swap_mul, Equiv.swap_apply_right,
        Equiv.swap_apply_of_ne_of_ne hik.symm hjk.symm]
    simp only [opComm, exchange, mul_add, add_mul, permOp_mul, e1, e2]
    abel
  disjoint i j k l _ _ hik hil hjk hjl := by
    have e : Equiv.swap i j * Equiv.swap k l = Equiv.swap k l * Equiv.swap i j := by
      rw [Equiv.mul_swap_eq_swap_mul, Equiv.swap_apply_of_ne_of_ne hik.symm hjk.symm,
        Equiv.swap_apply_of_ne_of_ne hil.symm hjl.symm]
    simp only [opComm, exchange, permOp_mul, e, sub_self]

/-- The Gaudin Hamiltonians `∑_{j ≠ i} P i j / (z i - z j)` built from exchange operators commute
pairwise for distinct `z i`. -/
theorem exchange_gaudin_commute (σ : Type*) {z : ι → K} (hz : Function.Injective z) (i k : ι) :
    gaudin z (exchange K σ) i * gaudin z (exchange K σ) k
      = gaudin z (exchange K σ) k * gaudin z (exchange K σ) i :=
  gaudin_commute (exchange_relations σ) hz i k

/-- On four two-state sites the exchange operators satisfy the pair relations, and
`[P 0 1, P 1 2] ≠ 0`. -/
theorem pairRelations_witness :
    PairRelations (exchange ℂ (Fin 2) (ι := Fin 4)) ∧
      opComm (exchange ℂ (Fin 2) (0 : Fin 4) 1) (exchange ℂ (Fin 2) (1 : Fin 4) 2) ≠ 0 := by
  refine ⟨exchange_relations (Fin 2), fun e => ?_⟩
  have e1 : exchange ℂ (Fin 2) (0 : Fin 4) 1 * exchange ℂ (Fin 2) (1 : Fin 4) 2
      = exchange ℂ (Fin 2) (1 : Fin 4) 2 * exchange ℂ (Fin 2) (0 : Fin 4) 1 := sub_eq_zero.mp e
  -- test on the wave function reading site 0, at a configuration with s 1 ≠ s 2
  have e2 := congrFun
    (LinearMap.congr_fun e1 fun s : Fin 4 → Fin 2 => (((s 0).val : ℕ) : ℂ)) ![0, 1, 0, 0]
  have e3 : ((![0, 1, 0, 0] : Fin 4 → Fin 2)
        (Equiv.swap (0 : Fin 4) 1 (Equiv.swap (1 : Fin 4) 2 0))).val
      = ((![0, 1, 0, 0] : Fin 4 → Fin 2)
        (Equiv.swap (1 : Fin 4) 2 (Equiv.swap (0 : Fin 4) 1 0))).val :=
    Nat.cast_injective (R := ℂ) e2
  revert e3
  decide

end GaudinHamiltonians
```

```lean
#print axioms GaudinHamiltonians.three_site_commute_iff
-- 'GaudinHamiltonians.three_site_commute_iff' depends on axioms: [propext, Classical.choice, Quot.sound]
#print axioms GaudinHamiltonians.sum_charge_eq_zero
-- 'GaudinHamiltonians.sum_charge_eq_zero' depends on axioms: [propext, Classical.choice, Quot.sound]
#print axioms GaudinHamiltonians.exchange_gaudin_commute
-- 'GaudinHamiltonians.exchange_gaudin_commute' depends on axioms: [propext, Classical.choice, Quot.sound]
```

## Reading the statements

`K` is the field of scalars, `A` an associative algebra over it in which the operators live (unrelated to the couplings $A_j$), and `ι` the finite set of sites. `opComm` is the commutator, the fields `symm`, `triple` and `disjoint` of `PairRelations t` are (R1), (R2) and (R3), `charge w t i` is $Q_i$ with `univ.erase i` as the range $j\neq i$, and `gaudin z t i` is $H_i$. The diagonal entries $t_{ii}$ and $w_{ii}$ never enter the sums. Distinctness of the $z_i$ is `Function.Injective z`.

The theorems `triangle`, `opComm_charge`, `gaudin_commute` and `three_site_commute_iff` assume (R1) to (R3) through the argument `h : PairRelations t`, which their docstrings do not repeat. `opComm_charge` is the commutator formula and `gaudin_commute` the commutation of the $H_i$, for any finite number of sites and any characteristic. With two sites there is no third site, the sum is empty and the two operators $Q_i$ commute for any weights; (R3) has content from four sites on. `three_site_commute_iff` is a converse for three sites: if $[t_{01},t_{12}]\neq0$, then $[Q_0,Q_1]=0$ exactly when $w_{01}w_{12}+w_{02}w_{10}-w_{02}w_{12}=0$. `sum_charge_eq_zero` gives $\sum_iQ_i=0$ from (R1) and $w_{ji}=-w_{ij}$ alone.

A configuration `s : ι → σ` assigns a local state from `σ` to every site, a wave function is a `K`-valued function $\psi$ of configurations, and `permOp` fixes the convention $\psi(s)\mapsto\psi(s\circ p)$ for a permutation $p$. The sites are distinguishable and an exchange carries no fermionic sign. `exchange_relations` derives (R1) to (R3) for `exchange`, and `exchange_gaudin_commute` draws the conclusion for any `σ`.

## How the proof follows the derivation

`opComm_sum_smul` is bilinearity. `triangle` applies `triple` in the orders `i k j` and `k j i`, and `noncomm_ring` does the rearrangement into $\pm C_j$. In `opComm_charge`, `Finset.add_sum_erase` and `split` take $j=k$ and $l=i$ out of the two sums, `h0` is class 1, `diag` keeps class 4 and removes class 5, and `module` collects the three terms. In `gaudin_commute`, `n1` to `n4` are the non-zero denominators and `coeff` is the fraction identity. In `three_site_commute_iff` the sum has the single term $j=2$, and a scalar multiple of a non-zero operator vanishes only for the scalar zero. `sum_charge_eq_zero` pairs $(i,j)$ with $(j,i)$ by `Finset.sum_involution` and so needs no division by two. `permOp_mul` reduces operator products to products of permutations, and `e1` and `e2` in `exchange_relations` are the two conjugation identities. `pairRelations_witness` takes four two-state sites over $\mathbb C$ and evaluates both orders of $P_{01}$ and $P_{12}$ on $\psi(s)=s_0$, with $s_0\in\{0,1\}$ the state of site $0$, at $s=(0,1,0,0)$. The values are $1$ and $0$, or $1/\sqrt8$ and $0$ for normalised $\psi$, so the pair operators fail to commute while the relations hold.

## Scope

The theorems give commutation in exact arithmetic. Integrability of the Gaudin model is usually taken to mean more: independence of the charges, their spectrum and the Bethe-ansatz eigenstates. None of these is treated, and since the rational weights are antisymmetric the $H_i$ sum to zero, so at most $N-1$ of the $N$ operators are linearly independent. No adjoint appears, so hermiticity for real $z_i$ and the common eigenbasis that follows from it in finite dimension are separate facts. The relations are derived for exchange operators only; for $\mathbf S_i\cdot\mathbf S_j$ at higher spin they enter as the hypothesis `PairRelations t`. In floating point the three terms of each coefficient cancel only up to rounding, and nearly equal $z_i$ make those terms large. The spin-$1/2$ dictionary, the numerical example and the remarks below are worked on paper and are not theorems of the file.

Coinciding parameters can break the result. Lean sets $0^{-1}=0$, which is what a code does when it skips a singular pair. For $z=(0,0,1)$ this gives $w_{01}=w_{10}=0$ and $w_{02}=w_{12}=-1$, so the three-site coefficient is $-1$ and $[H_0,H_1]=-[t_{01},t_{12}]$, which is non-zero for the permutation matrices above.

Anisotropy can break (R2), though it need not: the Ising coupling $t_{ij}=S^z_iS^z_j$ has mutually commuting pair operators and satisfies all three relations. For the XY coupling $t_{ij}=2(S^x_iS^x_j+S^y_iS^y_j)$ of spins $1/2$ with $\hbar=1$ the one-flip sector has $t_{ij}=E_{ij}+E_{ji}$, where $E_{ij}$ is the matrix with a single $1$ in row $i$ and column $j$. (R1) holds and (R3) is empty on three sites, but $[t_{01},t_{02}+t_{12}]=E_{12}-E_{21}+E_{02}-E_{20}\neq0$. At $z=(0,1,3)$ the $(0,2)$ entry of $[H_0,H_1]$ is $\tfrac12$.

The statement could have been placed in a Lie algebra, with an abstract bracket in place of $ab-ba$. The derivation uses only bilinearity, antisymmetry and $[a,a]=0$, so it would then cover the Poisson brackets of classical spins as well, with the conclusion written as a vanishing bracket and not as an equality of products.

The same sorting of terms admits a field term at site $i$ in each $Q_i$. Let $u_i$ be mutually commuting site operators with $[t_{ij},u_i+u_j]=0$ and $[t_{jl},u_i]=0$ for $i\neq j,l$, such as a fixed multiple of $S^z_i$. Then $[Q_i+u_i,Q_k+u_k]=[Q_i,Q_k]+(w_{ik}+w_{ki})[u_i,t_{ik}]$ for $i\neq k$, and the extra term vanishes for the rational weights. With $u_i$ a fixed multiple of $S^z_i$, the operator $H_0+u_0$ contains a field on the spin at site $0$ only.
